# For an integer matrix $R$, the operation $x \mapsto Rx+t$ has $|\det(1-R)|$ centres per primitive cell when $\det(1-R)\neq0$

Solving $Rx+t=x$ in real coordinates can find too few of the points that a symmetry operation fixes in a crystal. For the one-dimensional inversion $x\mapsto -x+t$ it gives $x=t/2$ and misses $t/2+1/2$, whose image differs from it by a lattice translation. The correct condition is $(1-R)x\equiv t$ modulo $\mathbb Z^n$, where $x$ and $t$ are real vectors of $n$ fractional coordinates and $R$ is an $n\times n$ integer matrix. In a periodic electronic-structure calculation the solutions, called centres here whether or not the operation is an inversion, are the positions that the operation sends to themselves or to a periodic image of themselves, counted here for one operation modulo the lattice and not for a whole space group.

## Periodicity in a primitive cell

```lean
import Mathlib

open Matrix

namespace TorusFixedPoints

noncomputable section

/-- Positions in a crystal modulo lattice translations: the torus `(ℝ/ℤ)^n`. -/
abbrev Torus (n : Type*) := n → AddCircle (1 : ℝ)

variable {n : Type*} [Fintype n] [DecidableEq n]

/-- Reduction of fractional coordinates modulo the lattice. -/
def proj : (n → ℝ) →+ Torus n :=
  AddMonoidHom.mk' (fun x i => (x i : AddCircle (1 : ℝ)))
    (by intro a b; funext i; rfl)

/-- The lattice vector with integer fractional coordinates `m`. -/
def lattice : (n → ℤ) →+ (n → ℝ) :=
  AddMonoidHom.mk' (fun m i => (m i : ℝ)) (by intro a b; funext i; simp)

/-- An integer matrix read as a real matrix. -/
def realMat (A : Matrix n n ℤ) : Matrix n n ℝ := A.map fun a => (a : ℝ)

/-- The action of an integer matrix on the torus. -/
def act (R : Matrix n n ℤ) : Torus n →+ Torus n :=
  AddMonoidHom.mk' (fun x i => ∑ j, R i j • x j)
    (by intro a b; funext i; simp [Finset.sum_add_distrib])

/-- The operation `x ↦ R x + t` on the torus. -/
def symop (R : Matrix n n ℤ) (t : n → ℝ) (x : Torus n) : Torus n := act R x + proj t

/-- The centres of the operation `x ↦ R x + t`: its fixed points on the torus. -/
def centres (R : Matrix n n ℤ) (t : n → ℝ) : Set (Torus n) := {x | symop R t x = x}
```

`Torus n` is $(\mathbb R/\mathbb Z)^n$, where Lean's `n` is the finite set of coordinate labels. The map $\pi$, called `proj`, reduces modulo $\mathbb Z^n$, `lattice` embeds $\mathbb Z^n$ in $\mathbb R^n$, `symop R t` is the operation and `centres R t` its fixed set. All lattice translations are integer vectors, so the cell is primitive and centred cells are not covered. There is no metric, and $R$ need not be orthogonal, invertible or of finite order. An alternative model would count $x\in[0,1)^n$ with $Rx+t-x\in\mathbb Z^n$; it gives explicit coordinates, but the half-open cell is not closed under subtraction, which complicates the origin shift.

## $R$ has integer entries

Physically, $R$ maps the lattice into itself. For $m\in\mathbb Z^n$, $R(x+m)=Rx+Rm\equiv Rx$, so $R$ acts on the torus and $R\,\pi(x)=\pi(Rx)$. In Lean the hypothesis is the type of `R`: `act` takes integer multiples of circle points, and `act_proj` moves the reduction through the sum with `map_sum` and `map_zsmul`. The lemma `proj_eq_zero_iff` says that $\pi(x)=0$ exactly for lattice vectors, and `realMat_det` identifies the integer and real determinants. With $n=1$ and $R=1/2$, the equivalent points $0$ and $1$ would go to the inequivalent points $0$ and $1/2$.

```lean
/-- The determinant of an integer matrix is unchanged when it is read as a real matrix. -/
theorem realMat_det (A : Matrix n n ℤ) : (realMat A).det = (A.det : ℝ) :=
  (RingHom.map_det (Int.castRingHom ℝ) A).symm

omit [DecidableEq n] in
/-- Applying an integer matrix commutes with reduction modulo the lattice. -/
theorem act_proj (R : Matrix n n ℤ) (x : n → ℝ) :
    act R (proj x) = proj (realMat R *ᵥ x) := by
  funext i
  let q : ℝ →+ AddCircle (1 : ℝ) := QuotientAddGroup.mk' _
  show ∑ j, R i j • q (x j) = q (∑ j, (R i j : ℝ) * x j)
  rw [map_sum]
  refine Finset.sum_congr rfl fun j _ => ?_
  rw [← map_zsmul, zsmul_eq_mul]

omit [Fintype n] [DecidableEq n] in
/-- A vector reduces to the origin of the torus exactly when it is a lattice vector. -/
theorem proj_eq_zero_iff (x : n → ℝ) : proj x = 0 ↔ ∃ m, lattice m = x := by
  have h : ∀ y : ℝ, (y : AddCircle (1 : ℝ)) = 0 ↔ ∃ k : ℤ, (k : ℝ) = y := by
    intro y
    rw [AddCircle.coe_eq_zero_iff]
    simp
  constructor
  · intro hx
    choose m hm using fun i => (h (x i)).mp (congrFun hx i)
    exact ⟨m, funext hm⟩
  · rintro ⟨m, rfl⟩
    funext i
    exact (h _).mpr ⟨m i, rfl⟩
```

## One centre is known, and $t$ is arbitrary

Put $A=1-R$. A point $x$ is fixed exactly when $Ax=\pi(t)$, which is `mem_centres_iff`. If $p$ is a centre, then $Ap=\pi(t)$, so $Ax=\pi(t)$ is equivalent to $A(x-p)=0$: moving the origin to $p$ removes the translation part. In `origin_shift` the hypothesis `hp` rewrites $Ap$ after `map_sub` has expanded $A(x-p)$. Without it the equivalence fails: for $n=1$, $R=1$, $t=1/2$ no point is fixed, while for $t=0$ every point is.

```lean
/-- A point is a centre exactly when `(1 - R) x = t` on the torus. -/
theorem mem_centres_iff (R : Matrix n n ℤ) (t : n → ℝ) (x : Torus n) :
    x ∈ centres R t ↔ act (1 - R) x = proj t := by
  have h : act (1 - R) x = x - act R x := by
    funext i
    show ∑ j, (1 - R) i j • x j = x i - ∑ j, R i j • x j
    simp [sub_smul, Finset.sum_sub_distrib, Matrix.one_apply, ite_smul]
  rw [h, sub_eq_iff_eq_add']
  exact eq_comm

/-- Origin shift: measured from one centre `p`, the centres of `x ↦ R x + t` are the
centres of `x ↦ R x`. -/
theorem origin_shift (R : Matrix n n ℤ) (t : n → ℝ) {p : Torus n} (hp : p ∈ centres R t)
    (x : Torus n) : x ∈ centres R t ↔ x - p ∈ centres R 0 := by
  rw [mem_centres_iff] at hp
  rw [mem_centres_iff, mem_centres_iff, map_sub, map_zero, hp, sub_eq_zero]
```

## $\det(1-R)\neq0$

This says that $R$ leaves no nonzero real vector invariant, as a rotation axis or mirror plane would be. It provides a real inverse $B=A^{-1}$, which is used twice. First, $p=\pi(Bt)$ satisfies $Ap=\pi(ABt)=\pi(t)$, so a centre exists for every $t$.

```lean
/-- If `det (1 - R) ≠ 0`, the point `(1 - R)⁻¹ t` is a centre. -/
theorem inv_mulVec_mem_centres (R : Matrix n n ℤ) (hR : (1 - R).det ≠ 0) (t : n → ℝ) :
    proj ((realMat (1 - R))⁻¹ *ᵥ t) ∈ centres R t := by
  have hu : IsUnit (realMat (1 - R)).det := by
    rw [realMat_det]
    exact isUnit_iff_ne_zero.mpr (Int.cast_ne_zero.mpr hR)
  rw [mem_centres_iff, act_proj, mulVec_mulVec, mul_nonsing_inv _ hu, one_mulVec]
```

Second, $B$ counts the solutions of $Ax=0$ on the torus. Define $\varphi(m)=\pi(Bm)$ for $m\in\mathbb Z^n$. Then $\varphi(m)=0$ means $Bm=k\in\mathbb Z^n$, that is $m=Ak$, so the kernel is $A\mathbb Z^n$. Also $A\varphi(m)=\pi(m)=0$; conversely, if $x=\pi(y)$ and $Ax=0$, then $Ay=m$ is an integer vector and $x=\varphi(m)$. The solutions therefore correspond one to one with the cosets $\mathbb Z^n/A\mathbb Z^n$. A cell of the sublattice $A\mathbb Z^n$ has volume $|\det A|$, and $\mathbb Z^n$ has one point per unit volume, so there are $|\det A|$ cosets.

In `card_kernel`, stated for any nonsingular integer $A$, the kernel is `hker`, the image is `hrange`, and `Submodule.natAbs_det_equiv` replaces the volume argument, using the injectivity `hf`. The step `h1` is a reusable way of counting: `toIntLinearMap` reads an additive map as $\mathbb Z$-linear, `quotKerEquivRange` is the first isomorphism theorem, and `Nat.card_congr` turns the bijection into equal cardinalities.

```lean
/-- A nonsingular integer matrix `A` sends exactly `|det A|` points of the torus to the
origin. -/
theorem card_kernel (A : Matrix n n ℤ) (hA : A.det ≠ 0) :
    Nat.card {x : Torus n // act A x = 0} = A.det.natAbs := by
  have hu : IsUnit (realMat A).det := by
    rw [realMat_det]
    exact isUnit_iff_ne_zero.mpr (Int.cast_ne_zero.mpr hA)
  obtain ⟨B, hAB, hBA⟩ : ∃ B, realMat A * B = 1 ∧ B * realMat A = 1 :=
    ⟨_, mul_nonsing_inv _ hu, nonsing_inv_mul _ hu⟩
  have hlat : ∀ m, realMat A *ᵥ lattice m = lattice (A *ᵥ m) := by
    intro m
    funext i
    show ∑ j, (A i j : ℝ) * (m j : ℝ) = ((∑ j, A i j * m j : ℤ) : ℝ)
    push_cast
    rfl
  have hinj : ∀ a b : n → ℤ, lattice a = lattice b → a = b := fun a b h =>
    funext fun i => Int.cast_injective (α := ℝ) (congrFun h i)
  -- the map m ↦ A⁻¹ m modulo the lattice
  let φ : (n → ℤ) →+ Torus n := AddMonoidHom.mk' (fun m => proj (B *ᵥ lattice m))
    (by intro a b; simp only [map_add, mulVec_add])
  -- its kernel is the sublattice A ℤ^n
  have hker : LinearMap.ker φ.toIntLinearMap = LinearMap.range (toLin' A) := by
    ext m
    rw [LinearMap.mem_ker, LinearMap.mem_range]
    simp only [Matrix.toLin'_apply]
    change proj (B *ᵥ lattice m) = 0 ↔ _
    rw [proj_eq_zero_iff]
    constructor
    · rintro ⟨k, hk⟩
      exact ⟨k, hinj _ _ (by rw [← hlat, hk, mulVec_mulVec, hAB, one_mulVec])⟩
    · rintro ⟨k, rfl⟩
      exact ⟨k, by rw [← hlat, mulVec_mulVec, hBA, one_mulVec]⟩
  -- its image is the kernel of A on the torus
  have hrange : ∀ x, x ∈ LinearMap.range φ.toIntLinearMap ↔ act A x = 0 := by
    intro x
    constructor
    · rintro ⟨m, rfl⟩
      change act A (proj (B *ᵥ lattice m)) = 0
      rw [act_proj, mulVec_mulVec, hAB, one_mulVec, proj_eq_zero_iff]
      exact ⟨m, rfl⟩
    · intro hx
      choose y hy using fun i => QuotientAddGroup.mk_surjective (x i)
      have hyx : proj y = x := funext hy
      rw [← hyx, act_proj, proj_eq_zero_iff] at hx
      obtain ⟨m, hm⟩ := hx
      refine ⟨m, ?_⟩
      change proj (B *ᵥ lattice m) = x
      rw [hm, mulVec_mulVec, hBA, one_mulVec, hyx]
  have h1 := Nat.card_congr φ.toIntLinearMap.quotKerEquivRange.toEquiv
  rw [hker] at h1
  -- the index of A ℤ^n in ℤ^n is |det A|
  have hf : Function.Injective (toLin' A) := by
    intro a b h
    have h' : A *ᵥ a = A *ᵥ b := by simpa using h
    apply hinj
    calc lattice a = B *ᵥ lattice (A *ᵥ a) := by rw [← hlat, mulVec_mulVec, hBA, one_mulVec]
      _ = lattice b := by rw [h', ← hlat, mulVec_mulVec, hBA, one_mulVec]
  have h2 : (LinearMap.det (toLin' A)).natAbs
      = Nat.card ((n → ℤ) ⧸ LinearMap.range (toLin' A)) :=
    Submodule.natAbs_det_equiv _ (LinearEquiv.ofInjective (toLin' A) hf)
  rw [LinearMap.det_toLin', h1] at h2
  rw [h2]
  exact (Nat.card_congr (Equiv.subtypeEquivRight hrange)).symm
```

The theorem `card_centres` reads: for integer $R$ with $\det(1-R)\neq0$ and any real $t$, the fixed set is finite and has $|\det(1-R)|$ points. Its proof takes the centre $p$, uses `Equiv.subRight p` as the shift $x\mapsto x-p$ onto the kernel, and gets finiteness from the nonzero count.

```lean
/-- If `det (1 - R) ≠ 0`, then for every `t` the operation `x ↦ R x + t` has finitely many
centres on the torus, exactly `|det (1 - R)|` of them. -/
theorem card_centres (R : Matrix n n ℤ) (hR : (1 - R).det ≠ 0) (t : n → ℝ) :
    (centres R t).Finite ∧ Nat.card (centres R t) = (1 - R).det.natAbs := by
  have hp := inv_mulVec_mem_centres R hR t
  generalize proj ((realMat (1 - R))⁻¹ *ᵥ t) = p at hp
  have hc : Nat.card (centres R t) = (1 - R).det.natAbs := by
    rw [← card_kernel _ hR]
    refine Nat.card_congr (Equiv.subtypeEquiv (Equiv.subRight p) fun x => ?_)
    change x ∈ centres R t ↔ act (1 - R) (x - p) = 0
    rw [origin_shift R t hp, mem_centres_iff, map_zero]
  have : Finite (centres R t) :=
    Nat.finite_of_card_ne_zero (by rw [hc]; exact Int.natAbs_ne_zero.mpr hR)
  exact ⟨Set.toFinite _, hc⟩
```

## The case $\det(1-R)=0$

There may be no centre. If a centre $p$ exists, take a real $v$ with $Av=0$ and a component $v_i\neq0$. The points $p+\pi\big((s/v_i)v\big)$ with $0<s<1$ are centres by the origin shift, since $A(s/v_i)v=0$. If those for $s$ and $s'$ coincide, the $i$-th coordinate makes $s-s'$ an integer strictly between $-1$ and $1$, so $s=s'$. The two goals left by `Set.infinite_of_injOn_mapsTo` are these statements, injectivity first. The example $R=1$ above shows both outcomes; the theorem does not say which $t$ gives which. Since `Nat.card` of an infinite set is $0$, the count in `card_centres` would still read $0=0$ in both outcomes; the finiteness clause is the part that can fail here, and it fails exactly when a centre exists.

```lean
/-- If `det (1 - R) = 0`, the operation `x ↦ R x + t` has either no fixed point on the
torus or infinitely many. -/
theorem centres_empty_or_infinite (R : Matrix n n ℤ) (hR : (1 - R).det = 0) (t : n → ℝ) :
    centres R t = ∅ ∨ (centres R t).Infinite := by
  rcases (centres R t).eq_empty_or_nonempty with h | ⟨p, hp⟩
  · exact Or.inl h
  right
  have hd : (realMat (1 - R)).det = 0 := by rw [realMat_det, hR, Int.cast_zero]
  obtain ⟨v, hv0, hv⟩ := Matrix.exists_mulVec_eq_zero_iff.mpr hd
  obtain ⟨i, hi⟩ : ∃ i, v i ≠ 0 := Function.ne_iff.mp hv0
  -- a segment of the line through p along the invariant direction v
  refine Set.infinite_of_injOn_mapsTo (f := fun s : ℝ => p + proj ((s / v i) • v))
    (s := Set.Ioo 0 1) ?_ ?_ (Set.Ioo_infinite zero_lt_one)
  · intro s hs s' hs' h
    have h' : proj ((s / v i) • v) = proj ((s' / v i) • v) := add_left_cancel h
    have h0 : proj ((s / v i) • v - (s' / v i) • v) = 0 := by rw [map_sub, h', sub_self]
    obtain ⟨m, hm⟩ := (proj_eq_zero_iff _).mp h0
    have e : (m i : ℝ) = s / v i * v i - s' / v i * v i := congrFun hm i
    rw [div_mul_cancel₀ _ hi, div_mul_cancel₀ _ hi] at e
    have h1 : (m i : ℝ) < ((1 : ℤ) : ℝ) := by push_cast; linarith [hs.2, hs'.1]
    have h2 : ((-1 : ℤ) : ℝ) < (m i : ℝ) := by push_cast; linarith [hs.1, hs'.2]
    have h3 := Int.cast_lt.mp h1
    have h4 := Int.cast_lt.mp h2
    have h5 : m i = 0 := by omega
    rw [h5, Int.cast_zero] at e
    linarith
  · intro s _
    change p + proj ((s / v i) • v) ∈ centres R t
    rw [origin_shift R t hp, add_sub_cancel_left, mem_centres_iff, act_proj, mulVec_smul, hv,
      smul_zero]
```

## Rotoinversions

The matrices below are minus the threefold, fourfold and sixfold rotations about the third axis, in primitive hexagonal or tetragonal axes. For each, $1-R$ is block diagonal with entry $2$ for the third axis and plane blocks
$$\begin{pmatrix}1&-1\\1&0\end{pmatrix},\quad\begin{pmatrix}1&-1\\1&1\end{pmatrix},\quad\begin{pmatrix}2&-1\\1&1\end{pmatrix}$$
of determinant $1,2,3$. Hence $\bar3$, $\bar4$, $\bar6$ have $2$, $4$, $6$ centres for any $t$. The proof expands with `Matrix.det_fin_three` and evaluates with `decide`. The Lean statement concerns the three explicit matrices and their counts. The names rest on a direct multiplication done outside Lean: each matrix $-R$ fixes the third basis vector and has determinant $1$, and the three have orders $3$, $4$ and $6$.

```lean
/-- With any translation part, the operations `x ↦ R x + t` for the three integer matrices `R`
below have respectively 2, 4 and 6 centres on the three-dimensional torus. -/
theorem card_rotoinversion_centres (t : Fin 3 → ℝ) :
    Nat.card (centres !![0, 1, 0; -1, 1, 0; 0, 0, -1] t) = 2 ∧
    Nat.card (centres !![0, 1, 0; -1, 0, 0; 0, 0, -1] t) = 4 ∧
    Nat.card (centres !![-1, 1, 0; -1, 0, 0; 0, 0, -1] t) = 6 := by
  have key : ∀ (R : Matrix (Fin 3) (Fin 3) ℤ) (k : ℕ), (1 - R).det = (k + 1 : ℕ) →
      Nat.card (centres R t) = k + 1 := by
    intro R k h
    rw [(card_centres R (by rw [h]; omega) t).2, h, Int.natAbs_natCast]
  refine ⟨key _ 1 ?_, key _ 3 ?_, key _ 5 ?_⟩ <;> rw [Matrix.det_fin_three] <;>
    decide

end

end TorusFixedPoints
```
```lean
#print axioms TorusFixedPoints.centres_empty_or_infinite
#print axioms TorusFixedPoints.card_rotoinversion_centres
```

```
'TorusFixedPoints.centres_empty_or_infinite' depends on axioms: [propext, Classical.choice, Quot.sound]
'TorusFixedPoints.card_rotoinversion_centres' depends on axioms: [propext, Classical.choice, Quot.sound]
```
